# The doubles-CI space keeps a vanishing fraction of the ground state of $N$ separated H₂ molecules with two coupled configurations each

One check on a full-CI code is to run it on $N$ identical H₂ molecules placed far apart, project the vector onto the reference and the double excitations, and record how much of the squared norm survives. In a model with two coupled configurations per molecule, that number has a closed form, and it tends to zero as $N$ grows.

## The retained weight in closed form

Each molecule has two configurations: the reference, with energy $0$, and the double excitation, with energy $2D$. The two are coupled by a real matrix element $K$. In a minimal basis $K$ is the exchange integral between the bonding and the antibonding orbital. The condition $D>0$ says that the reference lies lower, as it does near the equilibrium bond length; $D$ shrinks as the bond is stretched.

A configuration of the whole system is the set $S$ of excited molecules, with $|S|$ members. Write

$$R=\sqrt{D^2+K^2},\qquad c=-\frac{K}{D+R}.$$

For $D>0$, the state with coefficient $c^{|S|}$ on each $S$ is a ground state, with energy $N(D-R)$ and squared norm $(1+c^2)^N$. The fraction of its squared norm on configurations with at most $m$ excited molecules is

$$W_m(N)=\frac{\sum_{k=0}^{m}\binom{N}{k}c^{2k}}{(1+c^2)^N},\qquad W_1(N)=\frac{1+Nc^2}{(1+c^2)^N}.$$

The doubles-CI space is $m=1$. For every fixed $m$, $W_m(N)\to 0$ as $N\to\infty$ exactly when $c\neq 0$, which for $D>0$ means $K\neq0$.

## Reference values for a CI code

For non-interacting molecules with two configurations each, the formulas supply target values for the full-CI energy relative to the reference, the coefficients and the weight at each excitation level. They also show that, for $K\neq0$, the share of this state retained by a fixed excitation limit does not stay above any positive bound as $N$ grows.

Two conventions matter in a comparison. The coefficients $c^{|S|}$ are scaled so that the reference has coefficient $1$; in a normalised vector they are $c^{|S|}/(1+c^2)^{N/2}$. They also refer to orbitals localised on the molecules, and to configurations whose signs are chosen so that every coupling matrix element is $+K$. In electron counting, $m$ excited molecules are a $2m$-fold excitation, so $m=2$ admits quadruples.

## From one molecule to $N$

**One molecule.** With coefficients $1$ and $c$, the two rows of the eigenvalue equation are

$$Kc=-\frac{K^2}{D+R}=-\frac{R^2-D^2}{D+R}=D-R,$$

$$K+2Dc=-c(D+R)+2Dc=(D-R)c.$$

**The eigenvalue for $N$ molecules.** Let $\tau_iS$ be $S$ with molecule $i$ switched. The Hamiltonian acts as

$$(H\Psi)(S)=\sum_{i}\bigl(2D\,[i\in S]\,\Psi(S)+K\,\Psi(\tau_iS)\bigr),$$

where $[i\in S]$ is $1$ if molecule $i$ is excited and $0$ otherwise. Put $\Psi(S)=c^{|S|}$. If $i\notin S$, its term is $Kc^{|S|+1}=(D-R)c^{|S|}$. If $i\in S$, its term is $c^{|S|-1}(2Dc+K)=(D-R)c^{|S|}$. Every molecule contributes the same amount, so the eigenvalue is $N(D-R)$.

**No lower energy.** For one molecule with real coefficients $a$ (reference) and $b$ (double excitation), let

$$x=2Db^2+2Kab-(D-R)(a^2+b^2).$$

Expanding with $R^2=D^2+K^2$ gives

$$2Rx=\bigl(Ka+(R+D)b\bigr)^2+\bigl((R-D)a+Kb\bigr)^2\ge 0.$$

Thus $x\ge0$ if $R>0$. If $R=0$, then $D=K=0$ and $x=0$.

For $N$ molecules, fix $i$ and pair each $S$ not containing $i$ with $S\cup\{i\}$. Taking $a=\Psi(S)$ and $b=\Psi(S\cup\{i\})$, the pair contributes $2Db^2+2Kab$ to the part of the energy that belongs to molecule $i$. Summing the one-molecule bound over pairs and then over $i$ gives

$$\sum_S\Psi(S)(H\Psi)(S)\ge N(D-R)\sum_S\Psi(S)^2.$$

The eigenvector above attains this bound.

**Norm and weight.** There are $\binom Nk$ configurations with $k$ excited molecules, each with squared coefficient $c^{2k}$. The binomial theorem gives

$$\sum_S c^{2|S|}=\sum_{k=0}^N\binom Nk c^{2k}=(1+c^2)^N.$$

Stopping the sum at $k=m$ gives the numerator of $W_m(N)$.

**The limit.** Since $\binom Nk\le N^k$, level $k$ has weight at most $c^{2k}N^k/(1+c^2)^N$. For $c\ne0$ the exponential outgrows the power, and a fixed number of such terms tends to zero. For $c=0$ only the reference is populated, so $W_m(N)=1$ for every $N$.

## The Lean file

```lean
import Mathlib

open Filter Topology

namespace SeparatedHydrogenMolecules

noncomputable section

/-- Switches molecule `i` between its reference and its doubly excited configuration;
`S` is the set of excited molecules. -/
def toggle {N : ℕ} (i : Fin N) (S : Finset (Fin N)) : Finset (Fin N) :=
  if i ∈ S then S.erase i else insert i S

/-- The Hamiltonian of `N` separated molecules: each excited molecule costs `2 * D`, and
`K` couples the two configurations of every molecule. -/
def hamiltonian {N : ℕ} (K D : ℝ) (Ψ : Finset (Fin N) → ℝ) : Finset (Fin N) → ℝ :=
  fun S => ∑ i, ((if i ∈ S then 2 * D * Ψ S else 0) + K * Ψ (toggle i S))

/-- The state with coefficient `c ^ card S` on the configuration with excited set `S`. -/
def productState {N : ℕ} (c : ℝ) : Finset (Fin N) → ℝ := fun S => c ^ S.card

/-- The amplitude of the double excitation in the ground state of one molecule, relative to the
reference, for `D + √(D ^ 2 + K ^ 2)` nonzero. -/
def amplitude (K D : ℝ) : ℝ := -K / (D + √(D ^ 2 + K ^ 2))

/-- The fraction of the squared norm of the product state that lies on configurations with
at most `m` excited molecules. -/
def truncatedWeight (N : ℕ) (c : ℝ) (m : ℕ) : ℝ :=
  (∑ S ∈ (Finset.univ : Finset (Finset (Fin N))).filter (fun S => S.card ≤ m),
    productState c S ^ 2) / ∑ S : Finset (Fin N), productState c S ^ 2

/-- Switching the same molecule twice restores the configuration. -/
theorem toggle_toggle {N : ℕ} (i : Fin N) (S : Finset (Fin N)) :
    toggle i (toggle i S) = S := by
  by_cases h : i ∈ S
  · simp [toggle, h, Finset.insert_erase]
  · simp [toggle, h]

/-- For `D > 0` the product state with the one-molecule amplitude is an eigenstate of the
`N`-molecule Hamiltonian, with `N` times the energy `D - √(D ^ 2 + K ^ 2)`. -/
theorem hamiltonian_productState {N : ℕ} (K D : ℝ) (hD : 0 < D) :
    hamiltonian K D (productState (N := N) (amplitude K D)) =
      fun S => N * (D - √(D ^ 2 + K ^ 2)) * productState (amplitude K D) S := by
  have hsq := Real.sq_sqrt (show 0 ≤ D ^ 2 + K ^ 2 by positivity)
  have hne : D + √(D ^ 2 + K ^ 2) ≠ 0 := by positivity
  have hc : amplitude K D * (D + √(D ^ 2 + K ^ 2)) = -K := div_mul_cancel₀ _ hne
  -- the two rows of the one-molecule eigenvalue equation
  have h1 : K * amplitude K D = D - √(D ^ 2 + K ^ 2) := by
    apply mul_right_cancel₀ hne
    linear_combination K * hc + hsq
  have h2 : K + 2 * D * amplitude K D = (D - √(D ^ 2 + K ^ 2)) * amplitude K D := by
    linear_combination hc
  funext S
  have hi : ∀ i : Fin N, (if i ∈ S then 2 * D * productState (amplitude K D) S else 0)
      + K * productState (amplitude K D) (toggle i S)
      = (D - √(D ^ 2 + K ^ 2)) * productState (amplitude K D) S := by
    intro i
    by_cases h : i ∈ S
    · simp only [productState, toggle, if_pos h]
      rw [← Finset.card_erase_add_one h, pow_succ]
      linear_combination amplitude K D ^ (S.erase i).card * h2
    · simp only [productState, toggle, if_neg h]
      rw [Finset.card_insert_of_notMem h, pow_succ]
      linear_combination amplitude K D ^ S.card * h1
  unfold hamiltonian
  rw [Finset.sum_congr rfl (fun i _ => hi i), Finset.sum_const, Finset.card_univ,
    Fintype.card_fin, nsmul_eq_mul, mul_assoc]

/-- In one molecule with real coefficients `a` (reference) and `b` (double excitation), the
unnormalised energy `2 * D * b ^ 2 + 2 * K * a * b` is at least `D - √(D ^ 2 + K ^ 2)` times the
squared norm. -/
theorem molecule_bound (K D a b : ℝ) :
    (D - √(D ^ 2 + K ^ 2)) * (a ^ 2 + b ^ 2) ≤ 2 * D * b ^ 2 + 2 * K * a * b := by
  have hsq := Real.sq_sqrt (show 0 ≤ D ^ 2 + K ^ 2 by positivity)
  have h0 := Real.sqrt_nonneg (D ^ 2 + K ^ 2)
  generalize √(D ^ 2 + K ^ 2) = R at hsq h0 ⊢
  rcases h0.eq_or_lt with h | h
  · subst h
    have hD : D = 0 := pow_eq_zero_iff two_ne_zero |>.mp (by nlinarith [sq_nonneg D, sq_nonneg K])
    have hK : K = 0 := pow_eq_zero_iff two_ne_zero |>.mp (by nlinarith [sq_nonneg D, sq_nonneg K])
    simp [hD, hK]
  · -- the excess energy, times `2 * R`, is a sum of two squares
    have key : 2 * R * (2 * D * b ^ 2 + 2 * K * a * b - (D - R) * (a ^ 2 + b ^ 2))
        = (K * a + (R + D) * b) ^ 2 + ((R - D) * a + K * b) ^ 2 := by
      linear_combination (a ^ 2 + b ^ 2) * hsq
    by_contra hn
    have hp := mul_pos (mul_pos two_pos h) (sub_pos.2 (not_le.mp hn))
    nlinarith [sq_nonneg (K * a + (R + D) * b), sq_nonneg ((R - D) * a + K * b)]

/-- For any real vector `Ψ` of the `N` molecules, the unnormalised energy (the inner product of `Ψ`
with `hamiltonian K D Ψ`) is at least `N * (D - √(D ^ 2 + K ^ 2))` times the squared norm of `Ψ`. -/
theorem energy_lower_bound {N : ℕ} (K D : ℝ) (Ψ : Finset (Fin N) → ℝ) :
    N * (D - √(D ^ 2 + K ^ 2)) * ∑ S, Ψ S ^ 2 ≤ ∑ S, Ψ S * hamiltonian K D Ψ S := by
  have one : ∀ i : Fin N, (D - √(D ^ 2 + K ^ 2)) * ∑ S, Ψ S ^ 2 ≤
      ∑ S, Ψ S * ((if i ∈ S then 2 * D * Ψ S else 0) + K * Ψ (toggle i S)) := by
    intro i
    obtain ⟨f, hf⟩ : ∃ f : Finset (Fin N) → ℝ, ∀ S, f S =
        Ψ S * ((if i ∈ S then 2 * D * Ψ S else 0) + K * Ψ (toggle i S))
          - (D - √(D ^ 2 + K ^ 2)) * Ψ S ^ 2 := ⟨_, fun _ => rfl⟩
    have hsum : ∑ S, f (toggle i S) = ∑ S, f S :=
      Equiv.sum_comp (Function.Involutive.toPerm (toggle i) (toggle_toggle i)) f
    -- pair each configuration with its partner in which molecule `i` is switched
    have hpair : ∀ S, 0 ≤ f S + f (toggle i S) := by
      intro S
      rw [hf S, hf (toggle i S), toggle_toggle]
      by_cases h : i ∈ S
      · have h' : i ∉ toggle i S := by simp [toggle, h]
        rw [if_pos h, if_neg h']
        linarith [molecule_bound K D (Ψ (toggle i S)) (Ψ S)]
      · have h' : i ∈ toggle i S := by simp [toggle, h]
        rw [if_neg h, if_pos h']
        linarith [molecule_bound K D (Ψ S) (Ψ (toggle i S))]
    have h2 := Finset.sum_nonneg (fun S (_ : S ∈ Finset.univ) => hpair S)
    rw [Finset.sum_add_distrib, hsum] at h2
    have h3 : ∑ S, f S =
        ∑ S, Ψ S * ((if i ∈ S then 2 * D * Ψ S else 0) + K * Ψ (toggle i S))
          - (D - √(D ^ 2 + K ^ 2)) * ∑ S, Ψ S ^ 2 := by
      rw [Finset.mul_sum, ← Finset.sum_sub_distrib]
      exact Finset.sum_congr rfl fun S _ => hf S
    linarith
  have total := Finset.sum_le_sum (fun i (_ : i ∈ Finset.univ) => one i)
  rw [Finset.sum_const, Finset.card_univ, Fintype.card_fin, nsmul_eq_mul, ← mul_assoc,
    Finset.sum_comm] at total
  simpa only [hamiltonian, Finset.mul_sum] using total

/-- The squared norm of the product state of `N` molecules is `(1 + c ^ 2) ^ N`. -/
theorem norm_sq_productState (N : ℕ) (c : ℝ) :
    ∑ S : Finset (Fin N), productState c S ^ 2 = (1 + c ^ 2) ^ N := by
  have h := Fintype.sum_pow_mul_eq_add_pow (Fin N) (c ^ 2) 1
  simp only [one_pow, mul_one, Fintype.card_fin] at h
  rw [add_comm, ← h]
  refine Finset.sum_congr rfl fun S _ => ?_
  simp only [productState]
  ring

/-- The weight of at most `m` excited molecules is a truncated binomial sum divided by the
full squared norm. -/
theorem truncatedWeight_eq (N : ℕ) (c : ℝ) (m : ℕ) :
    truncatedWeight N c m =
      (∑ k ∈ Finset.range (m + 1), (N.choose k : ℝ) * (c ^ 2) ^ k) / (1 + c ^ 2) ^ N := by
  unfold truncatedWeight
  rw [norm_sq_productState]
  congr 1
  -- group the configurations by the number of excited molecules
  rw [← Finset.sum_fiberwise_of_maps_to (g := Finset.card) (t := Finset.range (m + 1))
    (fun S hS => Finset.mem_range.2 (Nat.lt_succ_of_le (Finset.mem_filter.1 hS).2))]
  refine Finset.sum_congr rfl fun k hk => ?_
  have hk' := Finset.mem_range.1 hk
  have hset : ((Finset.univ : Finset (Finset (Fin N))).filter (fun S => S.card ≤ m)).filter
      (fun S => S.card = k) = Finset.powersetCard k Finset.univ := by
    ext S
    simp only [Finset.mem_filter, Finset.mem_univ, true_and, Finset.mem_powersetCard,
      Finset.subset_univ]
    omega
  have hterm : ∀ S ∈ Finset.powersetCard k (Finset.univ : Finset (Fin N)),
      productState c S ^ 2 = (c ^ 2) ^ k := by
    intro S hS
    simp only [productState, (Finset.mem_powersetCard.1 hS).2]
    ring
  rw [hset, Finset.sum_congr rfl hterm, Finset.sum_const, Finset.card_powersetCard,
    Finset.card_univ, Fintype.card_fin, nsmul_eq_mul]

/-- For any fixed excitation limit `m`, the weight of the truncated space in the product state
tends to zero as the number of molecules grows if and only if `c` is nonzero. -/
theorem truncatedWeight_tendsto_zero_iff (c : ℝ) (m : ℕ) :
    Tendsto (fun N : ℕ => truncatedWeight N c m) atTop (𝓝 0) ↔ c ≠ 0 := by
  constructor
  · intro h hc
    subst hc
    have h1 : ∀ N, truncatedWeight N 0 m = 1 := by
      intro N
      rw [truncatedWeight_eq, Finset.sum_range_succ']
      simp
    simp only [h1] at h
    exact one_ne_zero (tendsto_nhds_unique tendsto_const_nhds h)
  · intro hc
    have hr : 1 < 1 + c ^ 2 := by
      have : 0 < c ^ 2 := by positivity
      linarith
    simp only [truncatedWeight_eq, Finset.sum_div]
    rw [← Finset.sum_const_zero (s := Finset.range (m + 1))]
    refine tendsto_finsetSum _ fun k _ => ?_
    -- level `k` grows at most like `N ^ k`, the squared norm exponentially
    have hlim := (tendsto_pow_const_div_const_pow_of_one_lt k hr).const_mul ((c ^ 2) ^ k)
    rw [mul_zero] at hlim
    refine squeeze_zero (fun N => by positivity) (fun N => ?_) hlim
    have hch : (N.choose k : ℝ) ≤ (N : ℝ) ^ k := by exact_mod_cast Nat.choose_le_pow N k
    rw [← mul_div_assoc, mul_comm ((c ^ 2) ^ k)]
    gcongr

/-- For `D > 0` and `K` nonzero, the weight of the doubles-CI space (at most one excited
molecule) in the product eigenstate is `(1 + N * c ^ 2) / (1 + c ^ 2) ^ N`, with `c` the
one-molecule amplitude, and tends to zero as `N` grows. -/
theorem doublesCI_weight (K D : ℝ) (hD : 0 < D) (hK : K ≠ 0) :
    (∀ N : ℕ, truncatedWeight N (amplitude K D) 1 =
      (1 + N * amplitude K D ^ 2) / (1 + amplitude K D ^ 2) ^ N) ∧
    Tendsto (fun N : ℕ => truncatedWeight N (amplitude K D) 1) atTop (𝓝 0) := by
  refine ⟨fun N => ?_, (truncatedWeight_tendsto_zero_iff _ 1).2 ?_⟩
  · rw [truncatedWeight_eq]
    simp [Finset.sum_range_succ]
  · have hne : D + √(D ^ 2 + K ^ 2) ≠ 0 := by positivity
    exact div_ne_zero (neg_ne_zero.2 hK) hne

end

end SeparatedHydrogenMolecules
```

```lean
#print axioms SeparatedHydrogenMolecules.hamiltonian_productState
#print axioms SeparatedHydrogenMolecules.energy_lower_bound
#print axioms SeparatedHydrogenMolecules.doublesCI_weight
```

```
'SeparatedHydrogenMolecules.hamiltonian_productState' depends on axioms: [propext, Classical.choice, Quot.sound]
'SeparatedHydrogenMolecules.energy_lower_bound' depends on axioms: [propext, Classical.choice, Quot.sound]
'SeparatedHydrogenMolecules.doublesCI_weight' depends on axioms: [propext, Classical.choice, Quot.sound]
```

## Configurations as finite sets

`Fin N` labels the molecules, `Finset (Fin N)` is the type of configurations, and a state is a function `Ψ : Finset (Fin N) → ℝ`. `toggle i S` is $\tau_iS$, and `hamiltonian K D Ψ` is the function $H\Psi$. `productState c` is the unnormalised state $c^{|S|}$, `amplitude K D` is the particular $c$ defined above, and `truncatedWeight N c m` is $W_m(N)$, defined as a ratio of two sums over configurations.

- `hamiltonian_productState` states the eigenvalue equation for `0 < D`.
- `energy_lower_bound` states the variational bound for every real state and all real `K` and `D`. Together the two theorems identify a ground state.
- `norm_sq_productState` and `truncatedWeight_eq` give the norm and the weight for any real `c`.
- `truncatedWeight_tendsto_zero_iff` is the equivalence between a vanishing limit and `c ≠ 0`, for each fixed `m`.
- `doublesCI_weight` specialises to `m = 1` and the ground-state amplitude, under `0 < D` and `K ≠ 0`.

## Pairing, counting and growth in the proof

In `hamiltonian_productState`, `h1` and `h2` are the two rows of the one-molecule equation. A case split on `i ∈ S` selects the row to use, and `linear_combination` multiplies it by the appropriate power of $c$. The sum over molecules then supplies the factor $N$.

`molecule_bound` replaces the square root by a variable `R`, treats `R = 0` separately, and otherwise uses the sum of two squares, named `key`. In `energy_lower_bound`, `f` is the excess energy density of one molecule over the configurations. `toggle_toggle` makes switching a permutation, so `f (toggle i S)` and `f S` have the same sum. Adding them counts each pair twice, which leaves the sign unchanged.

The norm comes from Mathlib's binomial theorem over subsets. `truncatedWeight_eq` groups configurations by `Finset.card` and counts each group with `Finset.card_powersetCard`. The limit uses `Nat.choose_le_pow` for the bound by $N^k$, a Mathlib lemma for powers against exponentials, and `squeeze_zero` to conclude. The converse direction computes the weight at `c = 0` as the constant $1$, which cannot tend to zero.

## Where the model stops

Separation enters through the Hamiltonian, which has no terms between molecules; it is not obtained as a limit of large distance. Nor are the two configurations, `D` and `K` derived from an electronic Hamiltonian. Larger basis sets, other configurations and interacting molecules are therefore not covered, and neither are complex coefficients. The theorems do not state that the ground state is unique.

$W_1(N)$ measures the part of the full ground state that lies in the doubles-CI space. It is not the energy error of a doubles-CI calculation, which optimises its own coefficients within that space. The limit also says nothing against truncation at small $N$: for $N\le m$ the truncated space contains every configuration of the model, and the weight is $1$.
